# Broadened gain shows false absorption below the quasi-Fermi splitting when all transitions lie above it

The theorem `spurious_absorption` compares two ways of computing optical gain from a finite, nonempty set of transitions with positive weights, a lineshape that is positive everywhere, and a positive temperature in energy units. If every transition energy lies above the quasi-Fermi splitting `D`, then at any photon energy `E` below `D` the gain is negative when the population factor is taken at each transition energy, but positive when it is taken at the photon energy and multiplies the broadened emission spectrum. The proof treats the two signs separately. For the first, it shows that every term of the sum is negative; for the second, it shows that both the population factor `1 - Real.exp ((E - D) / T)` and the emission are positive.

The failing Lean file:

```lean
import Mathlib

open Finset

namespace SpuriousAbsorption

noncomputable section

variable {ι : Type*} [Fintype ι]

/-- Emission spectrum at photon energy `E`: transitions of energies `e i` and weights `r i`,
each broadened by the lineshape `L`. -/
def emission (r e : ι → ℝ) (L : ℝ → ℝ) (E : ℝ) : ℝ :=
  ∑ i, r i * L (E - e i)

/-- Gain obtained by broadening the gain of each transition, with the population factor taken at
the transition energy `e i`. `D` is the quasi-Fermi splitting and `T ≠ 0` the temperature in
energy units. -/
def broadenedGain (r e : ι → ℝ) (L : ℝ → ℝ) (D T E : ℝ) : ℝ :=
  ∑ i, r i * (1 - Real.exp ((e i - D) / T)) * L (E - e i)

/-- Gain obtained from the emission spectrum by detailed balance, with the population factor taken
at the photon energy `E`. `D` is the quasi-Fermi splitting and `T ≠ 0` the temperature in
energy units. -/
def balancedGain (r e : ι → ℝ) (L : ℝ → ℝ) (D T E : ℝ) : ℝ :=
  (1 - Real.exp ((E - D) / T)) * emission r e L E

/-- If there is at least one transition, all lie above the quasi-Fermi splitting, and weights,
lineshape and temperature are positive, then at every photon energy below the splitting the
broadened gain is negative while the detailed-balance gain is positive. -/
theorem spurious_absorption [Nonempty ι] {r e : ι → ℝ} {L : ℝ → ℝ} {D T E : ℝ}
    (hr : ∀ i, 0 < r i) (hL : ∀ x, 0 < L x) (hT : 0 < T)
    (he : ∀ i, D < e i) (hE : E < D) :
    broadenedGain r e L D T E < 0 ∧ 0 < balancedGain r e L D T E := by
  constructor
  · unfold broadenedGain
    calc ∑ i, r i * (1 - Real.exp ((e i - D) / T)) * L (E - e i)
        < ∑ _i : ι, (0 : ℝ) := by
          refine Finset.sum_lt_sum_of_nonempty Finset.univ_nonempty fun i _ => ?_
          have h : 1 < Real.exp ((e i - D) / T) :=
            Real.one_lt_exp_iff.mpr (div_pos (sub_pos.mpr (he i)) hT)
          exact mul_neg_of_neg_of_pos
            (mul_neg_of_pos_of_neg (hr i) (by linarith)) (hL _)
      _ = 0 := Finset.sum_const_zero
  · have h : Real.exp ((E - D) / T) < 1 :=
      Real.exp_lt_one (div_neg_of_neg_of_pos (sub_neg.mpr hE) hT)
    exact mul_pos (sub_pos.mpr h)
      (Finset.sum_pos (fun i _ => mul_pos (hr i) (hL _)) Finset.univ_nonempty)

end

end SpuriousAbsorption
```

The error:

```
Main.lean:46:6: error(lean.unknownIdentifier): Unknown constant `Real.exp_lt_one`
```

What went wrong. The only error is a missing name. In the second half, the proof needs `Real.exp ((E - D) / T) < 1`, and it calls on `Real.exp_lt_one` to get this from the fact that the exponent is negative. Lean reports that it knows no constant of that name, so the step fails whatever argument it is given.

The repair uses `Real.exp_lt_one_iff` instead, which states that the exponential of a real number is less than one exactly when the number is negative. Because this is an equivalence and not an implication, it can't be applied directly to the proof that the exponent is negative. The added `.mpr` selects the direction needed, from a negative exponent to an exponential below one. The argument itself was already right and stays as it was: `E - D` is negative and `T` is positive, so their quotient is negative.

As a diff, the version that Lean accepts:

```diff
@@ -44,5 +44,5 @@
       _ = 0 := Finset.sum_const_zero
   · have h : Real.exp ((E - D) / T) < 1 :=
-      Real.exp_lt_one (div_neg_of_neg_of_pos (sub_neg.mpr hE) hT)
+      Real.exp_lt_one_iff.mpr (div_neg_of_neg_of_pos (sub_neg.mpr hE) hT)
     exact mul_pos (sub_pos.mpr h)
       (Finset.sum_pos (fun i _ => mul_pos (hr i) (hL _)) Finset.univ_nonempty)
```
